# An N × N overlap matrix, N ≥ 1, has zero adjugate exactly when its kernel has dimension at least two

Calculations with Slater determinants built from different, mutually nonorthogonal orbital sets can involve matrix elements of one-electron operators between pairs of determinants. A natural first step for a pair is to form the matrix S of overlaps between their occupied orbitals and to count its independent null vectors. If there are two or more, the one-electron element is zero whatever the operator, and its evaluation can be skipped. If there are fewer, and there is at least one electron, some operator matrix gives a nonzero element. This screening rule concerns one-body operators between two single determinants with equal electron number, and it refers to exact zeros, not to singular values below a numerical threshold.

## Orbitals, overlaps and the transition element

The scalars form a field `K`, for instance ℝ or ℂ. The finite type `n` labels the occupied spin orbitals of either determinant and has N elements; `m` will label basis functions.

```lean
import Mathlib

open Matrix Module

namespace OverlapCofactorVanishing

noncomputable section

variable {K : Type*} [Field K] {n m : Type*} [Fintype n] [DecidableEq n]
```

Let φ_i be the bra orbitals and ψ_k the ket orbitals, with overlaps S_ik = ⟨φ_i|ψ_k⟩, so that rows belong to the bra and columns to the ket. A vector x with S x = 0 gives a combination Σ_k x_k ψ_k with zero overlap on every φ_i. The number `nullity S` is the dimension of the space of such x.

```lean
/-- Dimension of the kernel of the overlap matrix `S`: the number of independent ket
combinations with zero overlap on every bra orbital. -/
def nullity (S : Matrix n n K) : ℕ := finrank K (LinearMap.ker S.mulVecLin)
```

Let Φ and Ψ be the two determinants, each with prefactor 1/√N!, let ô be a one-electron operator, ô(k) its action on electron k, and h_ik = ⟨φ_i|ô|ψ_k⟩. The sum Σ_k ô(k) is symmetric in the electrons, so the N! orderings of the ket orbitals contribute equally and cancel the prefactors. What remains is a sum over permutations σ of the bra labels, in which electron k occupies ψ_k in the ket and φ_σ(k) in the bra:

    ⟨Φ| Σ_k ô(k) |Ψ⟩ = Σ_σ sgn σ Σ_k h_σ(k),k Π_{l≠k} S_σ(l),l

The right-hand side is taken as the definition of `oneBody S h`; many-electron wavefunctions do not occur in the code, and the reduction to this sum is assumed, not derived. When the orbitals within Φ or within Ψ are independent but not orthonormal, the normalised element is this value divided by the norms of Φ and Ψ, which leaves its vanishing unaffected. Neither S nor h is required to have any symmetry.

```lean
/-- One-body transition element between two determinants with orbital overlaps `S` and
operator matrix `h`: in each signed permutation term one electron carries `h`, the others `S`. -/
def oneBody (S h : Matrix n n K) : K :=
  ∑ σ : Equiv.Perm n, ((Equiv.Perm.sign σ : ℤ) : K) *
    ∑ k, h (σ k) k * ∏ l ∈ Finset.univ.erase k, S (σ l) l
```

## The element as a trace with the adjugate

Write adj S for the adjugate, the transposed matrix of first cofactors: (adj S)_ki is the signed minor of S with row i and column k removed. For fixed k let S⟨k⟩ be S with column k replaced by column k of h. The permutation formula for its determinant reads

    det S⟨k⟩ = Σ_σ sgn σ · h_σ(k),k Π_{l≠k} S_σ(l),l

Exchanging the sums over σ and k in the definition, and then expanding each determinant along its column k, gives

    oneBody S h = Σ_k det S⟨k⟩ = Σ_k Σ_i (adj S)_ki h_ik = tr(adj S · h)

In the proof `hdet` is the first equation, `hsum` is the exchange of sums, and the column expansion enters through Cramer's rule as `cramer_eq_adjugate_mulVec`. No inverse of S appears, so the formula holds for singular S.

```lean
/-- Cofactor formula: the one-body transition element is the trace of `adjugate S * h`. -/
theorem oneBody_eq_trace (S h : Matrix n n K) : oneBody S h = trace (adjugate S * h) := by
  -- each electron contributes a determinant with one column of `S` replaced by that of `h`
  have hdet : ∀ k, det (S.updateCol k fun i => h i k) =
      ∑ σ : Equiv.Perm n, ((Equiv.Perm.sign σ : ℤ) : K) *
        (h (σ k) k * ∏ l ∈ Finset.univ.erase k, S (σ l) l) := by
    intro k
    rw [det_apply']
    refine Finset.sum_congr rfl fun σ _ => ?_
    have hp : ∏ l, (S.updateCol k fun i => h i k) (σ l) l =
        h (σ k) k * ∏ l ∈ Finset.univ.erase k, S (σ l) l := by
      rw [← Finset.mul_prod_erase Finset.univ _ (Finset.mem_univ k), updateCol_self]
      congr 1
      exact Finset.prod_congr rfl fun l hl => updateCol_ne (Finset.ne_of_mem_erase hl)
    rw [hp]
  have hsum : oneBody S h = ∑ k, det (S.updateCol k fun i => h i k) := by
    simp only [oneBody, hdet, Finset.mul_sum]
    exact Finset.sum_comm
  rw [hsum]
  refine Finset.sum_congr rfl fun k _ => ?_
  rw [← cramer_apply, cramer_eq_adjugate_mulVec]
  rfl
```

If adj S = 0 the trace is zero for every h. Conversely, take for h the matrix with a single 1 in row j and column i. The trace then equals (adj S)_ij, so vanishing for all h forces every entry to vanish.

```lean
/-- All one-body transition elements vanish exactly when all first cofactors of `S` vanish. -/
theorem oneBody_eq_zero_iff_adjugate (S : Matrix n n K) :
    (∀ h, oneBody S h = 0) ↔ adjugate S = 0 := by
  constructor
  · intro H
    ext i j
    have h1 := H (Matrix.of fun a b => if a = j then (if b = i then 1 else 0) else 0)
    rw [oneBody_eq_trace] at h1
    simpa [Matrix.trace, Matrix.diag, Matrix.mul_apply] using h1
  · intro H h
    rw [oneBody_eq_trace, H, Matrix.zero_mul, trace_zero]
```

## A cofactor as the determinant of a modified overlap matrix

Let e_i be the unit row with 1 in position i, and let S[j←i] be S with row j replaced by e_i. Expansion along row j leaves one term,

    (adj S)_ij = det S[j←i]

which is Mathlib's `adjugate_apply`. A square matrix over a field has zero determinant exactly when it annihilates a nonzero vector, so the action of S[j←i] on a vector x is what matters:

    (S[j←i] x)_j = x_i,    (S[j←i] x)_k = (S x)_k  for k ≠ j

```lean
/-- Replacing row `j` of `S` by the unit row `e_i` changes `S x` only in component `j`,
which becomes `x i`. -/
theorem updateRow_single_mulVec (S : Matrix n n K) (i j k : n) (x : n → K) :
    (S.updateRow j (Pi.single i 1) *ᵥ x) k = if k = j then x i else (S *ᵥ x) k := by
  show (S.updateRow j (Pi.single i 1)) k ⬝ᵥ x = if k = j then x i else S k ⬝ᵥ x
  split_ifs with h
  · rw [h, updateRow_self, single_dotProduct, one_mul]
  · rw [updateRow_ne h]
```

## Two null vectors make every cofactor vanish

Suppose dim ker S ≥ 2 and fix i and j. The map x ↦ x_i sends ker S linearly to K; it is `f` in the code. Were it injective, the kernel would have dimension at most dim K = 1. Hence there is x ≠ 0 with S x = 0 and x_i = 0, which is `hx`. By the two equations above S[j←i] x = 0, so det S[j←i] = 0 and (adj S)_ij = 0. This direction needs no condition on N.

```lean
/-- If the kernel of the overlap matrix has dimension at least two, every first cofactor
vanishes. -/
theorem adjugate_eq_zero_of_nullity (S : Matrix n n K) (h : 2 ≤ nullity S) :
    adjugate S = 0 := by
  ext i j
  rw [adjugate_apply, Matrix.zero_apply]
  let f : LinearMap.ker S.mulVecLin →ₗ[K] K :=
    (LinearMap.proj (R := K) (φ := fun _ : n => K) i).comp (LinearMap.ker S.mulVecLin).subtype
  -- one linear condition `x i = 0` cannot exhaust a kernel of dimension at least two
  have hx : ∃ x : n → K, x ≠ 0 ∧ S *ᵥ x = 0 ∧ x i = 0 := by
    by_contra hne
    have hinj : Function.Injective f := by
      rw [← LinearMap.ker_eq_bot, LinearMap.ker_eq_bot']
      intro x hx
      by_contra hx0
      exact hne ⟨x.1, fun h0 => hx0 (Subtype.ext h0), LinearMap.mem_ker.1 x.2, hx⟩
    have hle := LinearMap.finrank_le_finrank_of_injective hinj
    rw [finrank_self] at hle
    unfold nullity at h
    omega
  obtain ⟨x, hx0, hSx, hxi⟩ := hx
  refine Matrix.exists_mulVec_eq_zero_iff.1 ⟨x, hx0, ?_⟩
  ext k
  rw [updateRow_single_mulVec, hSx, hxi]
  simp
```

## Vanishing cofactors produce a second null vector

Now let N ≥ 1, expressed by `[Nonempty n]`, and suppose adj S = 0. With I the unit matrix,

    S · adj S = (det S) I

and a diagonal entry of this identity, which exists because N ≥ 1, gives det S = 0 (`hdet`). So there are v ≠ 0 with S v = 0 and u ≠ 0 with uᵀS = 0. Choose i with v_i ≠ 0 and j with u_j ≠ 0. Since det S[j←i] = (adj S)_ij = 0, some x ≠ 0 has S[j←i] x = 0, which means x_i = 0 (`hxi`) and (S x)_k = 0 for k ≠ j (`hoff`). The remaining component is fixed by the left null vector:

    0 = (uᵀS) x = uᵀ(S x) = u_j (S x)_j

and u_j ≠ 0 gives S x = 0 (`hSx`). If the kernel had dimension at most 1, there would be a vector w and scalars a, b with v = a w and x = b w. From v_i ≠ 0 follows w_i ≠ 0, from b w_i = x_i = 0 follows b = 0, and then x = 0, a contradiction.

```lean
/-- For an overlap matrix of size at least one, the adjugate is zero if and only if the
kernel has dimension at least two. -/
theorem adjugate_eq_zero_iff [Nonempty n] (S : Matrix n n K) :
    adjugate S = 0 ↔ 2 ≤ nullity S := by
  refine ⟨fun h => ?_, adjugate_eq_zero_of_nullity S⟩
  have hdet : det S = 0 := by
    have h1 := mul_adjugate S
    rw [h, Matrix.mul_zero] at h1
    obtain ⟨i⟩ := ‹Nonempty n›
    have h2 := congrFun (congrFun h1 i) i
    simpa using h2.symm
  -- right and left null vectors, nonzero in components `i` and `j`
  obtain ⟨v, hv0, hv⟩ := Matrix.exists_mulVec_eq_zero_iff.2 hdet
  obtain ⟨u, hu0, hu⟩ := Matrix.exists_vecMul_eq_zero_iff.2 hdet
  obtain ⟨i, hi⟩ := Function.ne_iff.1 hv0
  obtain ⟨j, hj⟩ := Function.ne_iff.1 hu0
  have hcof : det (S.updateRow j (Pi.single i 1)) = 0 := by
    rw [← adjugate_apply, h, Matrix.zero_apply]
  obtain ⟨x, hx0, hx⟩ := Matrix.exists_mulVec_eq_zero_iff.2 hcof
  have hxi : x i = 0 := by
    have h1 := congrFun hx j
    rwa [updateRow_single_mulVec, if_pos rfl] at h1
  have hoff : ∀ k, k ≠ j → (S *ᵥ x) k = 0 := by
    intro k hk
    have h1 := congrFun hx k
    rwa [updateRow_single_mulVec, if_neg hk] at h1
  -- row `j` depends on the other rows, so `x` lies in the kernel of `S`
  have hSx : S *ᵥ x = 0 := by
    have h1 : u ⬝ᵥ (S *ᵥ x) = 0 := by
      rw [Matrix.dotProduct_mulVec, hu, zero_dotProduct]
    have h2 : u ⬝ᵥ (S *ᵥ x) = u j * (S *ᵥ x) j :=
      Finset.sum_eq_single j (fun k _ hk => by rw [hoff k hk, mul_zero])
        (fun hn => absurd (Finset.mem_univ j) hn)
    ext k
    by_cases hk : k = j
    · rw [hk]
      exact (mul_eq_zero.1 (h2.symm.trans h1)).resolve_left hj
    · exact hoff k hk
  -- `v` and `x` cannot both be multiples of one vector
  by_contra hlt
  have hle : finrank K (LinearMap.ker S.mulVecLin) ≤ 1 := by
    unfold nullity at hlt
    omega
  obtain ⟨w, hw⟩ := finrank_le_one_iff.1 hle
  obtain ⟨a, ha⟩ := hw ⟨v, LinearMap.mem_ker.2 hv⟩
  obtain ⟨b, hb⟩ := hw ⟨x, LinearMap.mem_ker.2 hSx⟩
  have ha' : a • w.1 = v := congrArg Subtype.val ha
  have hb' : b • w.1 = x := congrArg Subtype.val hb
  have hai : a * w.1 i = v i := congrFun ha' i
  have hbi : b * w.1 i = x i := congrFun hb' i
  have hwi : w.1 i ≠ 0 := fun h0 => hi (by rw [← hai, h0, mul_zero]; rfl)
  have hb0 : b = 0 := (mul_eq_zero.1 (hbi.trans hxi)).resolve_right hwi
  exact hx0 (by rw [← hb', hb0, zero_smul])
```

The theorem reads: for any square matrix S of size at least one over any field, adj S = 0 if and only if dim ker S ≥ 2. At N = 1 the adjugate is the matrix (1) and the kernel has dimension at most 1, so both sides are false. At N = 0 the equivalence fails: the empty adjugate equals the empty zero matrix, while the kernel has dimension 0. Physically this is the vacuum, where every one-body element is an empty sum.

Rank–nullity, rank S + dim ker S = N, turns the condition into rank S + 2 ≤ N. It is written with a sum because subtraction of natural numbers truncates at zero, and rank S ≤ N − 2 read that way would wrongly admit S = (0) at N = 1.

```lean
/-- Rank form: the adjugate of an `N × N` overlap matrix, `N ≥ 1`, is zero if and only if its rank
plus two is at most `N`. -/
theorem adjugate_eq_zero_iff_rank [Nonempty n] (S : Matrix n n K) :
    adjugate S = 0 ↔ S.rank + 2 ≤ Fintype.card n := by
  have h := LinearMap.finrank_range_add_finrank_ker S.mulVecLin
  rw [Module.finrank_fintype_fun_eq_card] at h
  have h' : S.rank + nullity S = Fintype.card n := h
  rw [adjugate_eq_zero_iff]
  omega
```

Chaining the test with single-entry matrices to the kernel criterion gives the statement on transition elements: for N ≥ 1, `oneBody S h` is zero for every h if and only if dim ker S ≥ 2. The quantifier runs over all N × N matrices h. A particular operator, or a restricted class such as spin-free operators, may give zero at smaller nullity: for one electron with opposite spins in bra and ket, S = (0) has nullity 1 and every spin-free element vanishes. Two-electron operators are not treated.

```lean
/-- For at least one electron, all one-body transition elements vanish if and only if the
kernel of the overlap matrix has dimension at least two. -/
theorem oneBody_eq_zero_iff [Nonempty n] (S : Matrix n n K) :
    (∀ h, oneBody S h = 0) ↔ 2 ≤ nullity S := by
  rw [oneBody_eq_zero_iff_adjugate, adjugate_eq_zero_iff]
```

## Orbitals expanded in a finite basis

Let χ_μ be basis functions for the spin orbitals, each a spatial function times a spin function, labelled by `m`, with metric G_μν = ⟨χ_μ|χ_ν⟩ and operator matrix O_μν = ⟨χ_μ|ô|χ_ν⟩. The columns of B hold the coefficients of the ket orbitals and the columns of A those of the bra orbitals, so

    S = Aᵀ G B,    h = Aᵀ O B

The code uses the plain transpose; for complex orbitals A holds the conjugated coefficients. The matrix G is arbitrary, with no symmetry or positivity assumed. The theorem below lets O run over all matrices in this basis, including those that flip spin.

Whether every h arises from some O depends on the orbitals. The hypotheses `hA` and `hB` say that A c = 0 and B c = 0 each force c = 0, that is, the coefficient columns of each set are linearly independent, as they must be for a nonzero determinant. An injective linear map has a left inverse, and its matrix L satisfies L A = I.

```lean
/-- A coefficient matrix with linearly independent orbital columns has a left inverse. -/
theorem exists_left_inverse [Fintype m] [DecidableEq m] (A : Matrix m n K)
    (hA : ∀ c, A *ᵥ c = 0 → c = 0) : ∃ L : Matrix n m K, L * A = 1 := by
  obtain ⟨g, hg⟩ := (Matrix.toLin' A).exists_leftInverse_of_injective
    (LinearMap.ker_eq_bot'.2 fun c hc => hA c (by simpa using hc))
  refine ⟨LinearMap.toMatrix' g, ?_⟩
  have h1 := congrArg LinearMap.toMatrix' hg
  rwa [LinearMap.toMatrix'_comp, LinearMap.toMatrix'_toLin', LinearMap.toMatrix'_id] at h1
```

With L A = I and R B = I, the choice O = Lᵀ h R reproduces any given h:

    Aᵀ (Lᵀ h R) B = (L A)ᵀ h (R B) = h

This is `hh`. Vanishing for all basis operators O is therefore the same as vanishing for all h, and the kernel criterion applies to Aᵀ G B.

```lean
/-- For linearly independent bra orbitals `A` and ket orbitals `B` in a basis with metric `G`,
the transition element of every basis operator `O` vanishes if and only if the kernel of the
overlap `Aᵀ G B` has dimension at least two. -/
theorem orbital_oneBody_eq_zero_iff [Nonempty n] [Fintype m] [DecidableEq m]
    (A B : Matrix m n K) (G : Matrix m m K)
    (hA : ∀ c, A *ᵥ c = 0 → c = 0) (hB : ∀ c, B *ᵥ c = 0 → c = 0) :
    (∀ O : Matrix m m K, oneBody (Aᵀ * G * B) (Aᵀ * O * B) = 0) ↔
      2 ≤ nullity (Aᵀ * G * B) := by
  rw [← oneBody_eq_zero_iff]
  refine ⟨fun H h => ?_, fun H O => H _⟩
  obtain ⟨L, hL⟩ := exists_left_inverse A hA
  obtain ⟨R, hR⟩ := exists_left_inverse B hB
  -- every `h` is the orbital matrix of some basis operator
  have hh : Aᵀ * (Lᵀ * h * R) * B = h := by
    calc Aᵀ * (Lᵀ * h * R) * B = (L * A)ᵀ * h * (R * B) := by
          simp only [transpose_mul, Matrix.mul_assoc]
      _ = h := by rw [hL, hR, transpose_one, Matrix.one_mul, Matrix.mul_one]
  have h1 := H (Lᵀ * h * R)
  rwa [hh] at h1
```

Without `hA` the equivalence fails already for one electron and one basis function. With A = (0), a vanishing bra orbital that describes no physical state, and B = G = (1), both S and h are (0) for every O, so all elements vanish, yet dim ker S = 1. This example and the cases N = 0 and N = 1 above are direct evaluations that no theorem in the code states.

## A zero determinant with a surviving element

Indices in Lean start at 0. For S = diag(1, 0) the determinant is zero and adj S = diag(0, 1), so

    tr(adj S · h) = h_11

the second diagonal entry, `h 1 1`. The determinants are orthogonal, but the operator can couple φ_1 and ψ_1, each of which has zero overlap with every orbital of the other determinant, and the element is nonzero whenever h_11 is. For S = diag(1, 0, 0) all nine cofactors vanish, and the proof obtains `2 ≤ nullity` from this through `adjugate_eq_zero_iff`.

```lean
/-- The overlap `diag(1,0)` has zero determinant yet transition element `h 1 1`, whereas the
overlap `diag(1,0,0)` has kernel dimension at least two. -/
theorem zero_overlap_witness (h : Matrix (Fin 2) (Fin 2) K) :
    det (!![1, 0; 0, 0] : Matrix (Fin 2) (Fin 2) K) = 0 ∧
      oneBody !![1, 0; 0, 0] h = h 1 1 ∧
      2 ≤ nullity (!![1, 0, 0; 0, 0, 0; 0, 0, 0] : Matrix (Fin 3) (Fin 3) K) := by
  refine ⟨by simp [det_fin_two], ?_, ?_⟩
  · rw [oneBody_eq_trace, adjugate_fin_two, trace_fin_two]
    simp [Matrix.mul_apply, Fin.sum_univ_two]
  · rw [← adjugate_eq_zero_iff, adjugate_fin_three]
    ext i j
    fin_cases i <;> fin_cases j <;> simp

end

end OverlapCofactorVanishing
```

```lean
#print axioms OverlapCofactorVanishing.adjugate_eq_zero_iff
#print axioms OverlapCofactorVanishing.adjugate_eq_zero_iff_rank
#print axioms OverlapCofactorVanishing.orbital_oneBody_eq_zero_iff
```

```
'OverlapCofactorVanishing.adjugate_eq_zero_iff' depends on axioms: [propext, Classical.choice, Quot.sound]
'OverlapCofactorVanishing.adjugate_eq_zero_iff_rank' depends on axioms: [propext, Classical.choice, Quot.sound]
'OverlapCofactorVanishing.orbital_oneBody_eq_zero_iff' depends on axioms: [propext, Classical.choice, Quot.sound]
```
